# Davidson-corrected CID energies of N identical non-interacting monomers grow only as √N

For N identical non-interacting monomers, each with one double excitation at energy 2d coupled to the reference by K, CID gives the correlation energy E_N = d − √(d² + NK²), which the file takes as a definition. The normalised weight of the reference is c₀² = 1/(1 + E_N²/(NK²)), and the two corrected energies are (2 − c₀²)E_N and E_N/c₀². The theorem `davidson_sqrt_scaling` says that, for real d and nonzero real K, c₀² tends to 1/2 as N grows, while the corrected energies divided by √N tend to −3|K|/2 and −2|K| respectively. The proof starts from the earlier result that E_N/√N tends to −|K|, combines limits by algebra, and then uses `congr` to match the resulting sequences with the defined quantities.

As first written in Lean, the proof fails:

```lean
import Mathlib

open Matrix Filter Topology

namespace DavidsonExtensivity

noncomputable section

/-- The CID correlation energy `E_N = d - √(d² + N K²)`. -/
def cidEnergy (d K : ℝ) (N : ℕ) : ℝ := d - √(d ^ 2 + N * K ^ 2)

/-- The reference weight `c₀² = 1 / (1 + E_N² / (N K²))`. -/
def refWeight (d K : ℝ) (N : ℕ) : ℝ := 1 / (1 + cidEnergy d K N ^ 2 / (N * K ^ 2))

/-- The Davidson-corrected energy `(2 - c₀²) E_N`. -/
def davidsonEnergy (d K : ℝ) (N : ℕ) : ℝ := (2 - refWeight d K N) * cidEnergy d K N

/-- The renormalised Davidson energy `E_N / c₀²`. -/
def renormalisedEnergy (d K : ℝ) (N : ℕ) : ℝ := cidEnergy d K N / refWeight d K N

/-- The square root of the number of monomers grows without bound. -/
lemma tendsto_sqrt_nat : Tendsto (fun N : ℕ => √(N : ℝ)) atTop atTop :=
  Real.tendsto_sqrt_atTop.comp tendsto_natCast_atTop_atTop

/-- The uncorrected CID energy divided by `√N` tends to `-|K|`. -/
theorem cidEnergy_div_sqrt (d K : ℝ) :
    Tendsto (fun N : ℕ => cidEnergy d K N / √(N : ℝ)) atTop (𝓝 (-|K|)) := by
  have h1 : Tendsto (fun N : ℕ => d / √(N : ℝ)) atTop (𝓝 0) :=
    tendsto_sqrt_nat.const_div_atTop d
  have h2 : Tendsto (fun N : ℕ => d ^ 2 / (N : ℝ)) atTop (𝓝 0) :=
    tendsto_natCast_atTop_atTop.const_div_atTop (d ^ 2)
  have h3 := h1.sub (h2.add_const (K ^ 2)).sqrt
  rw [zero_add, Real.sqrt_sq_eq_abs, zero_sub] at h3
  refine h3.congr' ?_
  filter_upwards [eventually_gt_atTop 0] with N hN
  have hN' : (N : ℝ) ≠ 0 := by exact_mod_cast hN.ne'
  have h4 : d ^ 2 / (N : ℝ) + K ^ 2 = (d ^ 2 + N * K ^ 2) / N := by
    rw [add_div, mul_div_cancel_left₀ _ hN']
  rw [h4, Real.sqrt_div' _ (Nat.cast_nonneg N), ← sub_div, cidEnergy]

/-- As the number of monomers grows, the reference weight tends to `1/2`, and the Davidson and
renormalised Davidson energies divided by `√N` tend to `-3|K|/2` and `-2|K|`. -/
theorem davidson_sqrt_scaling (d : ℝ) {K : ℝ} (hK : K ≠ 0) :
    Tendsto (fun N : ℕ => refWeight d K N) atTop (𝓝 (1 / 2)) ∧
    Tendsto (fun N : ℕ => davidsonEnergy d K N / √(N : ℝ)) atTop (𝓝 (-(3 * |K| / 2))) ∧
    Tendsto (fun N : ℕ => renormalisedEnergy d K N / √(N : ℝ)) atTop (𝓝 (-(2 * |K|))) := by
  have hE := cidEnergy_div_sqrt d K
  have hw : Tendsto (fun N : ℕ => refWeight d K N) atTop (𝓝 (1 / 2)) := by
    have h1 : Tendsto (fun N : ℕ => 1 + (cidEnergy d K N / √(N : ℝ)) ^ 2 / K ^ 2) atTop
        (𝓝 2) := by
      have h := ((hE.pow 2).div_const (K ^ 2)).const_add 1
      have h2 : 1 + (-|K|) ^ 2 / K ^ 2 = 2 := by
        rw [neg_sq, sq_abs, div_self (pow_ne_zero 2 hK)]
        norm_num
      rwa [h2] at h
    refine (tendsto_const_nhds.div h1 two_ne_zero).congr fun N => ?_
    rw [refWeight, div_pow, Real.sq_sqrt (Nat.cast_nonneg N), div_div]
  refine ⟨hw, ?_, ?_⟩
  · have h := (hw.const_sub 2).mul hE
    have h2 : (2 - 1 / 2) * (-|K|) = -(3 * |K| / 2) := by ring
    rw [h2] at h
    exact h.congr fun N => by rw [davidsonEnergy, mul_div_assoc]
  · have h := hE.div hw (by norm_num)
    have h2 : -|K| / (1 / 2) = -(2 * |K|) := by ring
    rw [h2] at h
    exact h.congr fun N => by rw [renormalisedEnergy, div_right_comm]

end

end DavidsonExtensivity
```

The compiler's answer:

```
Main.lean:57:19: error: Tactic `rewrite` failed: Did not find an occurrence of the pattern
  (?a / ?b) ^ ?n
in the target expression
  ((fun x => 1) / fun N => 1 + (cidEnergy d K N / √↑N) ^ 2 / K ^ 2) N = 1 / (1 + cidEnergy d K N ^ 2 / (↑N * K ^ 2))

d K : ℝ
hK : K ≠ 0
hE : Tendsto (fun N => cidEnergy d K N / √↑N) atTop (𝓝 (-|K|))
h1 : Tendsto (fun N => 1 + (cidEnergy d K N / √↑N) ^ 2 / K ^ 2) atTop (𝓝 2)
N : ℕ
⊢ ((fun x => 1) / fun N => 1 + (cidEnergy d K N / √↑N) ^ 2 / K ^ 2) N = 1 / (1 + cidEnergy d K N ^ 2 / (↑N * K ^ 2))
Main.lean:66:27: error: unsolved goals
d K : ℝ
hK : K ≠ 0
hE : Tendsto (fun N => cidEnergy d K N / √↑N) atTop (𝓝 (-|K|))
hw : Tendsto (fun N => refWeight d K N) atTop (𝓝 (1 / 2))
h : Tendsto ((fun N => cidEnergy d K N / √↑N) / fun N => refWeight d K N) atTop (𝓝 (-(2 * |K|)))
h2 : -|K| / (1 / 2) = -(2 * |K|)
N : ℕ
⊢ ((fun N => cidEnergy d K N / √↑N) / fun N => refWeight d K N) N = cidEnergy d K N / √↑N / refWeight d K N
```

Fix (accepted with no message):

```diff
@@ -55,4 +55,5 @@
       rwa [h2] at h
     refine (tendsto_const_nhds.div h1 two_ne_zero).congr fun N => ?_
+    show (1 : ℝ) / (1 + (cidEnergy d K N / √(N : ℝ)) ^ 2 / K ^ 2) = refWeight d K N
     rw [refWeight, div_pow, Real.sq_sqrt (Nat.cast_nonneg N), div_div]
   refine ⟨hw, ?_, ?_⟩
@@ -64,5 +65,7 @@
     have h2 : -|K| / (1 / 2) = -(2 * |K|) := by ring
     rw [h2] at h
-    exact h.congr fun N => by rw [renormalisedEnergy, div_right_comm]
+    refine h.congr fun N => ?_
+    show cidEnergy d K N / √(N : ℝ) / refWeight d K N = renormalisedEnergy d K N / √(N : ℝ)
+    rw [renormalisedEnergy, div_right_comm]
 
 end
```

Both errors come from the form in which `Tendsto.div` gives its quotient: as a division of two functions, `(f / g) N`, and not as `f N / g N`.

In the first, the power that `div_pow` should rewrite lies inside a `fun`, where its base depends on the bound variable. `rw` cannot match its pattern to such a term, so it finds no occurrence.

In the second, the rewrites succeed and leave two sides that are equal by definition. But the `rfl` that `rw` tries at the end unfolds too little to see that division of functions is pointwise, and the goal stays open.

Each added `show` restates the goal with the quotient already evaluated at `N`, which Lean accepts because the two forms are equal by definition. `div_pow` then finds its power, and in the second place `div_right_comm` makes the two sides literally the same. The change from `exact` with an inline `by` to `refine` with separate steps is only a matter of layout.
